# Two impenetrable bosons and two free fermions in a one-dimensional harmonic trap have different one-body density matrices

Two identical particles move on a line in a harmonic trap. They are either free fermions in the same spin state or bosons whose infinitely strong contact repulsion forces the wave function to vanish where they meet. In their ground states both systems have the same density; the question is whether the one-body density matrices of these ground states also agree. Lengths are in units of $\sqrt{\hbar/m\omega}$ and energies in units of $\hbar\omega$, with $m$ the mass and $\omega$ the trap frequency. The letters $x$, $y$, $z$ all denote positions on the one line.

```lean
import Mathlib

open MeasureTheory

namespace TrappedBosonsFermions

noncomputable section

/-- The lowest orbital of the harmonic trap, in oscillator units and without normalisation. -/
def groundOrbital (x : ℝ) : ℝ := Real.exp (-x ^ 2 / 2)
```

A `def` introduces a function, here from real numbers to real numbers: $\varphi_0(x)=e^{-x^2/2}$. Its normalised form is $\pi^{-1/4}\varphi_0$.

```lean
/-- The first excited orbital of the harmonic trap, without normalisation. -/
def excitedOrbital (x : ℝ) : ℝ := x * groundOrbital x
```

This is $\varphi_1(x)=x\,\varphi_0(x)$, normalised by the factor $\sqrt2\,\pi^{-1/4}$.

```lean
/-- Two free fermions in the trap: the Slater determinant of the two lowest orbitals,
without normalisation. -/
def fermion (x y : ℝ) : ℝ :=
  excitedOrbital x * groundOrbital y - groundOrbital x * excitedOrbital y
```

The Slater determinant is $F(x,y)=\varphi_1(x)\varphi_0(y)-\varphi_0(x)\varphi_1(y)=(x-y)\varphi_0(x)\varphi_0(y)$.

```lean
/-- Two impenetrable bosons in the trap: the absolute value of the fermion wave function. -/
def boson (x y : ℝ) : ℝ := |fermion x y|
```

The boson state is $B=|F|$. That this is the ground state of impenetrable bosons is the Bose-Fermi mapping, which enters here as a definition. It is plausible because $B$ is symmetric, vanishes at contact, and equals $\pm F$ for each ordering of the particles.

```lean
/-- The one-body density matrix of a real two-particle wave function, up to normalisation:
the second particle is integrated out. -/
def densityMatrix (ψ : ℝ → ℝ → ℝ) (x z : ℝ) : ℝ := ∫ y, ψ x y * ψ z y
```

The type `ℝ → ℝ → ℝ` is a real function of two real variables. For such a $\psi$, the definition reads $\rho_\psi(x,z)=\int\psi(x,y)\psi(z,y)\,dy$ over the whole line. Since $\iint F^2=\iint B^2=\pi$, dividing by $\pi$ gives unit trace in both cases, and the comparison is unaffected.

```lean
/-- The integral that separates the bosonic from the fermionic density matrix. -/
def exchangeIntegral (x z : ℝ) : ℝ :=
  ∫ y, (|x - y| * |z - y| - (x - y) * (z - y)) * Real.exp (-y ^ 2)
```

Call this integral $J(x,z)$. Despite its name, it is not the Coulomb exchange integral of electronic structure theory; no interaction energy appears in it.

## Orbital energies and exchange symmetry

```lean
/-- The two orbitals solve the stationary Schrödinger equation of the harmonic trap,
with energies 1/2 and 3/2. -/
theorem orbitals_schrodinger (x : ℝ) :
    -(1 / 2) * deriv (deriv groundOrbital) x + x ^ 2 / 2 * groundOrbital x
        = 1 / 2 * groundOrbital x ∧
    -(1 / 2) * deriv (deriv excitedOrbital) x + x ^ 2 / 2 * excitedOrbital x
        = 3 / 2 * excitedOrbital x := by
  have h0 : ∀ y, HasDerivAt groundOrbital (-y * groundOrbital y) y := by
    intro y
    have hp : HasDerivAt (fun t : ℝ => t ^ 2) (2 * y) y := by
      simpa using hasDerivAt_pow 2 y
    have h := (hp.fun_neg.div_const 2).exp
    exact h.congr_deriv (by unfold groundOrbital; ring)
  have h1 : ∀ y, HasDerivAt excitedOrbital
      (1 * groundOrbital y + y * (-y * groundOrbital y)) y :=
    fun y => (hasDerivAt_id' y).fun_mul (h0 y)
  have e0 : deriv groundOrbital = fun y => -y * groundOrbital y :=
    funext fun y => (h0 y).deriv
  have e1 : deriv excitedOrbital
      = fun y => 1 * groundOrbital y + y * (-y * groundOrbital y) :=
    funext fun y => (h1 y).deriv
  -- second derivatives by the product rule
  have d0 : HasDerivAt (fun y => -y * groundOrbital y)
      (-1 * groundOrbital x + -x * (-x * groundOrbital x)) x :=
    (hasDerivAt_id' x).fun_neg.fun_mul (h0 x)
  have d1 : HasDerivAt (fun y => 1 * groundOrbital y + y * (-y * groundOrbital y))
      (1 * (-x * groundOrbital x) + (1 * (-x * groundOrbital x)
        + x * (-1 * groundOrbital x + -x * (-x * groundOrbital x)))) x :=
    ((h0 x).const_mul 1).fun_add ((hasDerivAt_id' x).fun_mul d0)
  constructor
  · rw [e0, d0.deriv]
    ring
  · rw [e1, d1.deriv]
    unfold excitedOrbital
    ring
```

A `theorem` states a claim, and the text after `:= by` proves it. By hand, $\varphi_0'=-x\varphi_0$ gives $\varphi_0''=(x^2-1)\varphi_0$, and the product rule gives $\varphi_1''=(x^3-3x)\varphi_0$. Inserting these into $-\tfrac12\varphi''+\tfrac12x^2\varphi$ leaves $\tfrac12\varphi_0$ and $\tfrac32\varphi_1$. The `HasDerivAt` steps are these derivatives; `ring` does the algebra.

```lean
/-- Exchanging the two particles reverses the sign of the fermion wave function and leaves
the boson wave function unchanged. -/
theorem exchange_symmetry (x y : ℝ) :
    fermion y x = -fermion x y ∧ boson y x = boson x y := by
  have h : fermion y x = -fermion x y := by
    unfold fermion
    ring
  exact ⟨h, by unfold boson; rw [h, abs_neg]⟩
```

Swapping the arguments gives $F(y,x)=-F(x,y)$, and the absolute value removes the sign.

## The integral between the two points

```lean
/-- The products of wave functions that enter the density matrices are Gaussians times
a polynomial for fermions, and times its absolute value for bosons. -/
theorem wave_products (x z y : ℝ) :
    fermion x y * fermion z y
        = groundOrbital x * groundOrbital z * ((x - y) * (z - y) * Real.exp (-y ^ 2)) ∧
    boson x y * boson z y
        = groundOrbital x * groundOrbital z * (|x - y| * |z - y| * Real.exp (-y ^ 2)) := by
  have h : Real.exp (-y ^ 2) = groundOrbital y * groundOrbital y := by
    unfold groundOrbital
    rw [← Real.exp_add]
    congr 1
    ring
  have hf : fermion x y * fermion z y
      = groundOrbital x * groundOrbital z * ((x - y) * (z - y) * Real.exp (-y ^ 2)) := by
    rw [h]
    unfold fermion excitedOrbital
    ring
  refine ⟨hf, ?_⟩
  unfold boson
  rw [← abs_mul, hf]
  simp only [abs_mul, groundOrbital, Real.abs_exp]
```

Since $\varphi_0(y)^2=e^{-y^2}$,
$$F(x,y)F(z,y)=\varphi_0(x)\varphi_0(z)\,(x-y)(z-y)\,e^{-y^2}.$$
For $B$, take the absolute value of both sides; the Gaussians are positive and stay as they are.

```lean
/-- The fermionic integrand, a quadratic polynomial times a Gaussian, is integrable. -/
theorem integrable_overlap (x z : ℝ) :
    Integrable (fun y : ℝ => (x - y) * (z - y) * Real.exp (-y ^ 2)) := by
  have h0 := integrable_exp_neg_mul_sq (b := 1) one_pos
  have h1 := integrable_mul_exp_neg_mul_sq (b := 1) one_pos
  have h2 : Integrable (fun y : ℝ => y ^ 2 * Real.exp (-1 * y ^ 2)) := by
    simpa only [Real.rpow_two] using
      integrable_rpow_mul_exp_neg_mul_sq (b := 1) one_pos (s := 2) (by norm_num)
  refine (((h0.const_mul (x * z)).sub (h1.const_mul (x + z))).add h2).congr
    (Filter.Eventually.of_forall fun y => ?_)
  simp only [Pi.add_apply, Pi.sub_apply, neg_mul, one_mul]
  ring
```

Expand $(x-y)(z-y)=xz-(x+z)y+y^2$. Each term times the Gaussian is integrable: `h0`, `h1` and `h2` are the powers 0, 1 and 2. Lean assigns the value 0 to a divergent integral, so this must be known before integrals are split.

```lean
/-- For x ≤ z only positions of the second particle between x and z contribute to the
exchange integral. -/
theorem exchangeIntegral_eq {x z : ℝ} (h : x ≤ z) :
    exchangeIntegral x z = 2 * ∫ y in x..z, (y - x) * (z - y) * Real.exp (-y ^ 2) := by
  have key : (fun y => (|x - y| * |z - y| - (x - y) * (z - y)) * Real.exp (-y ^ 2))
      = (Set.Ioc x z).indicator
        (fun y => 2 * ((y - x) * (z - y) * Real.exp (-y ^ 2))) := by
    funext y
    by_cases hy : y ∈ Set.Ioc x z
    · -- between x and z the two factors have opposite signs
      rw [Set.indicator_of_mem hy, abs_of_nonpos (show x - y ≤ 0 by linarith [hy.1]),
        abs_of_nonneg (show 0 ≤ z - y by linarith [hy.2])]
      ring
    · -- outside, the signs agree and the integrand vanishes
      have hs : 0 ≤ (x - y) * (z - y) := by
        rcases le_or_gt y x with h1 | h1
        · exact mul_nonneg (by linarith) (by linarith)
        · have h2 : z < y := lt_of_not_ge fun h' => hy ⟨h1, h'⟩
          nlinarith [mul_nonneg (show 0 ≤ y - x by linarith) (show 0 ≤ y - z by linarith)]
      rw [Set.indicator_of_notMem hy, ← abs_mul, abs_of_nonneg hs, sub_self, zero_mul]
  unfold exchangeIntegral
  rw [key, integral_indicator measurableSet_Ioc, integral_const_mul,
    intervalIntegral.integral_of_le h]
```

If $y\le x$ or $y>z$, the factors $x-y$ and $z-y$ do not have opposite signs, and the integrand of $J$ vanishes. If $x<y\le z$, both $|x-y||z-y|$ and $-(x-y)(z-y)$ equal $(y-x)(z-y)$. Hence
$$J(x,z)=2\int_x^z(y-x)(z-y)e^{-y^2}dy .$$
In Lean, `indicator` sets the function to zero outside `Set.Ioc x z`, the interval $(x,z]$. Using the formula for $z<x$ is a mistake: reversing the limits makes the right side negative, while $J$ is symmetric and stays positive.

```lean
/-- The exchange integral is positive for x < z. -/
theorem exchangeIntegral_pos {x z : ℝ} (h : x < z) : 0 < exchangeIntegral x z := by
  rw [exchangeIntegral_eq h.le]
  refine mul_pos two_pos (intervalIntegral.intervalIntegral_pos_of_pos_on
    (Continuous.intervalIntegrable (by fun_prop) x z) (fun y hy => ?_) h)
  exact mul_pos (mul_pos (sub_pos.mpr hy.1) (sub_pos.mpr hy.2)) (Real.exp_pos _)
```

For $x<z$ the integrand is continuous and positive inside the interval, so $J>0$. At $x=z$ the integral is zero; for a small separation $d=z-x$, it behaves as $\tfrac13d^3e^{-x^2}$.

## Equal densities, different coherence

```lean
/-- The bosonic minus the fermionic density matrix is the exchange integral times the
lowest orbital at both points. -/
theorem densityMatrix_sub (x z : ℝ) :
    densityMatrix boson x z - densityMatrix fermion x z
      = groundOrbital x * groundOrbital z * exchangeIntegral x z := by
  have hF := integrable_overlap x z
  have hB : Integrable (fun y : ℝ => |x - y| * |z - y| * Real.exp (-y ^ 2)) := by
    simpa only [abs_mul, Real.abs_exp] using hF.abs
  have hs : exchangeIntegral x z = (∫ y, |x - y| * |z - y| * Real.exp (-y ^ 2))
      - ∫ y, (x - y) * (z - y) * Real.exp (-y ^ 2) := by
    unfold exchangeIntegral
    rw [← integral_sub hB hF]
    congr 1
    ext y
    ring
  unfold densityMatrix
  simp only [(wave_products x z _).1, (wave_products x z _).2]
  rw [integral_const_mul, integral_const_mul, hs]
  ring
```

Subtracting the two products and integrating over $y$ gives
$$\rho_B(x,z)-\rho_F(x,z)=\varphi_0(x)\varphi_0(z)\,J(x,z).$$
The bosonic integrand is integrable as the absolute value of the fermionic one.

```lean
/-- At any two distinct points the bosonic density matrix exceeds the fermionic one. -/
theorem fermion_lt_boson {x z : ℝ} (h : x ≠ z) :
    densityMatrix fermion x z < densityMatrix boson x z := by
  have key : ∀ a b : ℝ, a < b → densityMatrix fermion a b < densityMatrix boson a b := by
    intro a b hab
    have hp : 0 < groundOrbital a * groundOrbital b * exchangeIntegral a b :=
      mul_pos (mul_pos (Real.exp_pos _) (Real.exp_pos _)) (exchangeIntegral_pos hab)
    linarith [densityMatrix_sub a b]
  have comm : ∀ ψ : ℝ → ℝ → ℝ, densityMatrix ψ x z = densityMatrix ψ z x := by
    intro ψ
    unfold densityMatrix
    congr 1
    ext y
    exact mul_comm _ _
  rcases lt_or_gt_of_ne h with h1 | h1
  · exact key x z h1
  · rw [comm fermion, comm boson]
    exact key z x h1
```

For $x<z$ every factor on the right is positive. For $z<x$, `comm` exchanges the points, using $\rho_\psi(x,z)=\rho_\psi(z,x)$.

```lean
/-- The bosonic and fermionic density matrices agree on the diagonal and nowhere else. -/
theorem densityMatrix_eq_iff (x z : ℝ) :
    densityMatrix boson x z = densityMatrix fermion x z ↔ x = z := by
  constructor
  · intro h
    by_contra hne
    exact (fermion_lt_boson hne).ne' h
  · rintro rfl
    simp only [densityMatrix, boson, abs_mul_abs_self]

end

end TrappedBosonsFermions
```

On the diagonal $|F|^2=F^2$, so the density matrices agree; off it, the strict inequality excludes equality. For these two-particle states on a line, the density therefore cannot tell bosons from fermions, whereas the momentum distribution, which depends on off-diagonal elements, can.

```lean
#print axioms TrappedBosonsFermions.orbitals_schrodinger
#print axioms TrappedBosonsFermions.exchange_symmetry
#print axioms TrappedBosonsFermions.fermion_lt_boson
#print axioms TrappedBosonsFermions.densityMatrix_eq_iff
```

```
'TrappedBosonsFermions.orbitals_schrodinger' depends on axioms: [propext, Classical.choice, Quot.sound]
'TrappedBosonsFermions.exchange_symmetry' depends on axioms: [propext, Classical.choice, Quot.sound]
'TrappedBosonsFermions.fermion_lt_boson' depends on axioms: [propext, Classical.choice, Quot.sound]
'TrappedBosonsFermions.densityMatrix_eq_iff' depends on axioms: [propext, Classical.choice, Quot.sound]
```
